# Every complex function on strictly ordered configurations has exactly one antisymmetric extension

I have $N$ spinless fermions hopping on a chain of $L$ sites, and I want to diagonalise the Hamiltonian numerically. I store an amplitude only for positions listed in increasing order, and I fill in every other arrangement by exchanging particles and flipping signs. There are many sequences of exchanges that lead from one arrangement to another. Could two of them disagree about the sign, so that my stored numbers have to satisfy some hidden condition? And if I normalise the stored vector, is the full wavefunction normalised as well?

## The stored amplitudes are free, and the full norm squared is $N!$ times larger

There is no hidden condition. Any choice of complex amplitudes on the ordered configurations extends to an antisymmetric function of all $N$ coordinates, and to only one. For two or more particles, however, the stored vector and the full wavefunction are normalised differently: on a finite set of positions, the sum of $|f|^2$ over all arrangements is $N!$ times the sum over ordered ones.

Let $X$ be the set of one-particle positions, with a linear order. A configuration is $x=(x_0,\dots,x_{N-1})$, with each $x_k$ in $X$. A permutation $s$ of the particle labels acts by $(x\circ s)_k=x_{s(k)}$, and $\operatorname{sgn}(s)=\pm1$ is its sign. A function $f$ is antisymmetric if
$$f(x\circ s)=\operatorname{sgn}(s)\,f(x)\quad\text{for all } s \text{ and } x.$$
Let $g$ be the stored function, defined on configurations $y$ with $y_0<y_1<\dots<y_{N-1}$.

### Distinct positions determine one permutation

Suppose the coordinates of $x$ are pairwise distinct. Let $\sigma$ be the permutation that sorts them, so that $y=x\circ\sigma$ is increasing. Since no two entries are equal, $y$ is strictly increasing, and $x=y\circ\sigma^{-1}$.

This decomposition is unique. If $y\circ s=z\circ t$ with $y$ and $z$ both ordered, then $y$ and $z$ are increasing lists of the same entries, so $y=z$. Then $y_{s(k)}=y_{t(k)}$ for every $k$, and because the entries of $y$ are distinct, $s(k)=t(k)$. Hence $s=t$.

This answers the worry about different sequences of exchanges. All sequences that lead from $y$ to $x$ compose to the same permutation, and a permutation has only one sign.

### Coinciding positions force a zero

If $x_i=x_j$ with $i\neq j$, exchanging labels $i$ and $j$ leaves $x$ as it is, while the sign of the exchange is $-1$. An antisymmetric $f$ therefore satisfies $f(x)=-f(x)$, so $f(x)=0$.

### The extension and its uniqueness

An antisymmetric $f$ that agrees with $g$ on ordered configurations has no freedom left:
$$f(y\circ s)=\operatorname{sgn}(s)\,g(y),\qquad f(x)=0\ \text{if two coordinates of } x \text{ coincide}.$$
So there is at most one such function. Conversely, these two rules define a function, because the pair $(y,s)$ is unique. In terms of sorting, its value at distinct coordinates is $\operatorname{sgn}(\sigma)\,g(x\circ\sigma)$; here $\sigma=s^{-1}$, which has the same sign as $s$.

The function is antisymmetric. For $x=y\circ s$ and a further permutation $t$,
$$f(x\circ t)=f(y\circ(st))=\operatorname{sgn}(st)\,g(y)=\operatorname{sgn}(t)\operatorname{sgn}(s)\,g(y)=\operatorname{sgn}(t)\,f(x).$$
If $x$ has a coincidence, so has $x\circ t$, and both sides vanish. Taking $s$ to be the identity gives $f(y)=g(y)$.

### The factor in the norm

Let $X$ be finite, and let $f$ and $h$ be antisymmetric. Configurations with a coincidence contribute nothing to the overlap, and every other configuration is $y\circ s$ for exactly one pair. Therefore
$$\sum_x \overline{f(x)}\,h(x)=\sum_y\sum_s \operatorname{sgn}(s)^2\,\overline{f(y)}\,h(y)=N!\sum_y\overline{f(y)}\,h(y).$$
If your stored vector satisfies $\sum_y|g(y)|^2=1$, its extension has squared norm $N!$, and the wavefunction normalised over all configurations is the extension divided by $\sqrt{N!}$.

### Two particles on two sites

Take $N=2$ and sites $a<b$. There is one ordered configuration, $(a,b)$, so one number $c=g(a,b)$ is stored. The extension has
$$f(a,b)=c,\quad f(b,a)=-c,\quad f(a,a)=f(b,b)=0.$$
Its squared norm is $2|c|^2$. With $|c|=1$, the normalised amplitudes are $c/\sqrt2$ and $-c/\sqrt2$. With a third particle on the same two sites there is no ordered configuration at all, and the only antisymmetric function is zero.

## What the Lean statements say about wavefunctions

A configuration is a map `Fin N → X`, with labels running from $0$ to $N-1$. `Perm (Fin N)` is the group of permutations of the labels, and `sgn` is the usual sign converted to a complex number. `IsAntisymmetric f` is the condition displayed above, required for every permutation and every configuration. `Ordered N X` is the type of strictly increasing configurations, and `y.1` is such a configuration regarded as an ordinary one. `sortExtend g` is the extension obtained by sorting; it isn't the antisymmetrizer, which is a projector acting on functions of all coordinates.

The theorem `antisymmetric_extension_iff` says that $f$ is antisymmetric and agrees with $g$ on ordered configurations if and only if $f$ is `sortExtend g`. `existsUnique_antisymmetric_extension` restates this as the existence of exactly one extension. Both hold for every $N$ and every linearly ordered $X$, finite or infinite. `overlap_eq_factorial_mul` adds the hypothesis `[Fintype X]`, that there are finitely many positions, and conjugates the first function, as physicists do. The letter `h` in it is the second wavefunction.

The order on $X$ is bookkeeping: any linear order will do, whether or not it has a physical meaning. For electrons with spin, $X$ can be the set of pairs of site and spin, numbered in any fixed way, and antisymmetry then refers to exchanging both together. Since $g$ is arbitrary, the result applies to correlated states as well as to single Slater determinants. In exact diagonalisation or configuration interaction with a finite one-particle basis, it means that the coefficients of ordered configurations are independent unknowns.

For particles in continuous space, antisymmetry is not enough: the extension must also be square-integrable to represent a state, and regular enough if the kinetic energy is to be finite. On the interval $[0,1]$ with $N=2$, the constant $g=1$ extends to a function that jumps from $1$ to $-1$ across $x_0=x_1$. It is antisymmetric and square-integrable, but the jump makes its kinetic energy infinite. The overlap there would also be an integral in place of the finite sum.

```lean
import Mathlib

open Equiv (Perm)
open ComplexConjugate

namespace SortedAntisymmetricExtension

noncomputable section

variable {N : ℕ} {X : Type*}

/-- The sign of a permutation of the particle labels, as a complex number. -/
def sgn (s : Perm (Fin N)) : ℂ := ((Equiv.Perm.sign s : ℤ) : ℂ)

/-- A function of `N` coordinates is antisymmetric if permuting the coordinates
multiplies it by the sign of the permutation. -/
def IsAntisymmetric (f : (Fin N → X) → ℂ) : Prop :=
  ∀ (s : Perm (Fin N)) (x : Fin N → X), f (x ∘ s) = sgn s * f x

/-- The square of the sign of a permutation is one. -/
theorem sgn_mul_self (s : Perm (Fin N)) : sgn s * sgn s = 1 := by
  rcases Int.units_eq_one_or (Equiv.Perm.sign s) with h | h <;> simp [sgn, h]

/-- An antisymmetric function vanishes wherever two coordinates coincide. -/
theorem eq_zero_of_coincidence {f : (Fin N → X) → ℂ} (hf : IsAntisymmetric f)
    {x : Fin N → X} (hx : ¬ Function.Injective x) : f x = 0 := by
  simp only [Function.Injective, not_forall] at hx
  obtain ⟨i, j, hij, hne⟩ := hx
  -- exchanging the two equal coordinates leaves the configuration unchanged
  have hswap : x ∘ (Equiv.swap i j) = x := by
    funext k
    simp only [Function.comp_apply, Equiv.swap_apply_def]
    split_ifs with h1 h2
    · rw [h1]; exact hij.symm
    · rw [h2]; exact hij
    · rfl
  have hs : sgn (Equiv.swap i j) = -1 := by
    simp [sgn, Equiv.Perm.sign_swap hne]
  have h := hf (Equiv.swap i j) x
  rw [hswap, hs] at h
  linear_combination h / 2

variable [LinearOrder X]

variable (N X) in
/-- The ordered configurations: `N` coordinates in strictly increasing order. -/
abbrev Ordered := {y : Fin N → X // StrictMono y}

/-- Sorting pairwise distinct coordinates gives a strictly increasing configuration. -/
theorem strictMono_sort {x : Fin N → X} (hx : Function.Injective x) :
    StrictMono (x ∘ Tuple.sort x) :=
  (Tuple.monotone_sort x).strictMono_of_injective (hx.comp (Tuple.sort x).injective)

open scoped Classical in
/-- The sorted extension of `g`: sort the coordinates, evaluate `g`, and multiply by the
sign of the sorting permutation; the value is zero if two coordinates coincide. -/
def sortExtend (g : Ordered N X → ℂ) (x : Fin N → X) : ℂ :=
  if hx : Function.Injective x then
    sgn (Tuple.sort x) * g ⟨x ∘ Tuple.sort x, strictMono_sort hx⟩
  else 0

/-- Every configuration with pairwise distinct coordinates is a permutation of an
ordered one. -/
theorem exists_ordered {x : Fin N → X} (hx : Function.Injective x) :
    ∃ (y : Ordered N X) (s : Perm (Fin N)), x = y.1 ∘ s :=
  ⟨⟨_, strictMono_sort hx⟩, (Tuple.sort x)⁻¹, by funext k; simp⟩

/-- A permuted ordered configuration determines both the ordered configuration and
the permutation. -/
theorem ordered_perm_injective :
    Function.Injective (fun p : Ordered N X × Perm (Fin N) => p.1.1 ∘ p.2) := by
  rintro ⟨y, s⟩ ⟨z, t⟩ h
  change y.1 ∘ s = z.1 ∘ t at h
  have hy : (y.1 ∘ s) ∘ ⇑s⁻¹ = y.1 := by funext k; simp
  have hz : (y.1 ∘ s) ∘ ⇑t⁻¹ = z.1 := by rw [h]; funext k; simp
  have my : Monotone ((y.1 ∘ s) ∘ ⇑s⁻¹) := by rw [hy]; exact y.2.monotone
  have mz : Monotone ((y.1 ∘ s) ∘ ⇑t⁻¹) := by rw [hz]; exact z.2.monotone
  -- two increasing rearrangements of the same coordinates are equal
  have hyz : y = z :=
    Subtype.ext (hy.symm.trans ((Tuple.unique_monotone my mz).trans hz))
  subst hyz
  have hst : s = t := Equiv.ext fun k => y.2.injective (congrFun h k)
  rw [hst]

/-- On a permuted ordered configuration the sorted extension is the sign of the
permutation times the value of `g` on the ordered configuration. -/
theorem sortExtend_perm (g : Ordered N X → ℂ) (y : Ordered N X) (s : Perm (Fin N)) :
    sortExtend g (y.1 ∘ s) = sgn s * g y := by
  have hx : Function.Injective (y.1 ∘ s) := y.2.injective.comp s.injective
  -- sorting undoes the permutation
  have h : ((⟨_, strictMono_sort hx⟩, (Tuple.sort (y.1 ∘ s))⁻¹) :
      Ordered N X × Perm (Fin N)) = (y, s) :=
    ordered_perm_injective (by funext k; simp)
  have h1 : (⟨_, strictMono_sort hx⟩ : Ordered N X) = y := congrArg Prod.fst h
  have h2 : (Tuple.sort (y.1 ∘ s))⁻¹ = s := congrArg Prod.snd h
  have hinv : sgn (Tuple.sort (y.1 ∘ s))⁻¹ = sgn (Tuple.sort (y.1 ∘ s)) := by
    simp only [sgn, Equiv.Perm.sign_inv]
  have h3 : sgn (Tuple.sort (y.1 ∘ s)) = sgn s := hinv.symm.trans (congrArg sgn h2)
  rw [sortExtend, dif_pos hx, h1, h3]

/-- The sorted extension is antisymmetric under all permutations. -/
theorem sortExtend_antisymmetric (g : Ordered N X → ℂ) :
    IsAntisymmetric (sortExtend g) := by
  intro t x
  by_cases hx : Function.Injective x
  · obtain ⟨y, s, rfl⟩ := exists_ordered hx
    have hcomp : (y.1 ∘ s) ∘ t = y.1 ∘ ⇑(s * t) := rfl
    have hmul : sgn (s * t) = sgn s * sgn t := by simp [sgn]
    rw [hcomp, sortExtend_perm, sortExtend_perm, hmul]
    ring
  · have hxt : ¬ Function.Injective (x ∘ t) := fun h => hx ((t.injective_comp x).1 h)
    have h1 : sortExtend g x = 0 := dif_neg hx
    have h2 : sortExtend g (x ∘ t) = 0 := dif_neg hxt
    rw [h1, h2, mul_zero]

/-- A function is antisymmetric and agrees with `g` on ordered configurations if and
only if it is the sorted extension of `g`. -/
theorem antisymmetric_extension_iff (g : Ordered N X → ℂ) (f : (Fin N → X) → ℂ) :
    (IsAntisymmetric f ∧ ∀ y : Ordered N X, f y.1 = g y) ↔ f = sortExtend g := by
  constructor
  · rintro ⟨hf, hg⟩
    funext x
    by_cases hx : Function.Injective x
    · obtain ⟨y, s, rfl⟩ := exists_ordered hx
      rw [hf, hg, sortExtend_perm]
    · have h0 : sortExtend g x = 0 := dif_neg hx
      rw [eq_zero_of_coincidence hf hx, h0]
  · rintro rfl
    refine ⟨sortExtend_antisymmetric g, fun y => ?_⟩
    have h := sortExtend_perm g y 1
    simpa [sgn] using h

/-- Every complex function on ordered configurations extends to exactly one
antisymmetric function on all configurations. -/
theorem existsUnique_antisymmetric_extension (g : Ordered N X → ℂ) :
    ∃! f : (Fin N → X) → ℂ, IsAntisymmetric f ∧ ∀ y : Ordered N X, f y.1 = g y :=
  ⟨sortExtend g, (antisymmetric_extension_iff g _).2 rfl,
    fun f hf => (antisymmetric_extension_iff g f).1 hf⟩

open scoped Classical in
/-- For finitely many one-particle positions, the overlap of two antisymmetric functions
over all configurations is `N!` times their overlap over ordered configurations. -/
theorem overlap_eq_factorial_mul [Fintype X] {f h : (Fin N → X) → ℂ}
    (hf : IsAntisymmetric f) (hh : IsAntisymmetric h) :
    ∑ x, conj (f x) * h x =
      (N.factorial : ℂ) * ∑ y : Ordered N X, conj (f y.1) * h y.1 := by
  symm
  calc (N.factorial : ℂ) * ∑ y : Ordered N X, conj (f y.1) * h y.1
      = ∑ p : Ordered N X × Perm (Fin N), conj (f p.1.1) * h p.1.1 := by
        rw [Fintype.sum_prod_type]
        simp only [Finset.sum_const, Finset.card_univ, Fintype.card_perm,
          Fintype.card_fin, nsmul_eq_mul, Finset.mul_sum]
    _ = ∑ x, conj (f x) * h x := by
        refine Fintype.sum_of_injective _ ordered_perm_injective _ _ ?_ ?_
        · -- configurations that are not reached have a coincidence
          intro x hx
          have hni : ¬ Function.Injective x := fun hi => by
            obtain ⟨y, s, hys⟩ := exists_ordered hi
            exact hx ⟨(y, s), hys.symm⟩
          rw [eq_zero_of_coincidence hf hni, map_zero, zero_mul]
        · -- the two signs cancel
          intro p

          have hc : conj (sgn p.2) = sgn p.2 := map_intCast (starRingEnd ℂ) _
          rw [hf p.2 p.1.1, hh p.2 p.1.1, map_mul, hc]
          linear_combination (-(conj (f p.1.1) * h p.1.1)) * sgn_mul_self p.2

end

end SortedAntisymmetricExtension
```

```lean
#print axioms SortedAntisymmetricExtension.existsUnique_antisymmetric_extension
#print axioms SortedAntisymmetricExtension.overlap_eq_factorial_mul
```

```
'SortedAntisymmetricExtension.existsUnique_antisymmetric_extension' depends on axioms: [propext, Classical.choice, Quot.sound]
'SortedAntisymmetricExtension.overlap_eq_factorial_mul' depends on axioms: [propext, Classical.choice, Quot.sound]
```

## From sorting to the overlap in the Lean proof

`eq_zero_of_coincidence` carries out the exchange argument. It obtains two different labels with equal coordinates, and `hswap` checks label by label that exchanging them leaves the configuration unchanged. Antisymmetry then reads $f(x)=-f(x)$, and `linear_combination h / 2` solves this for $f(x)=0$.

`strictMono_sort` combines two facts: Mathlib's `Tuple.sort` produces a weakly increasing list, and an injective weakly increasing list is strictly increasing. `exists_ordered` then writes $x$ as the sorted configuration composed with the inverse of the sorting permutation.

Uniqueness of the pair is `ordered_perm_injective`, stated as injectivity of the map $(y,s)\mapsto y\circ s$. Starting from $y\circ s=z\circ t$, the proof expresses both $y$ and $z$ as increasing rearrangements of the single list $y\circ s$, using $s^{-1}$ and $t^{-1}$. `Tuple.unique_monotone` says that two such rearrangements are equal. Injectivity of $y$ then gives $s=t$.

`sortExtend_perm` is the formula $f(y\circ s)=\operatorname{sgn}(s)\,g(y)$. Sorting $y\circ s$ yields an ordered configuration and an inverse sorting permutation that together reproduce $y\circ s$. By the preceding injectivity, this pair is $(y,s)$. What is left is that a permutation and its inverse have the same sign.

`sortExtend_antisymmetric` splits into the two cases of the derivation. For distinct coordinates it replaces $x$ by $y\circ s$, combines $s$ and $t$ into `s * t`, and uses the product rule for signs. When there is a coincidence, it shows that permuting the labels can't remove it, so both values are zero.

In `antisymmetric_extension_iff`, the forward direction compares $f$ with the sorted extension at each $x$. At distinct coordinates, the rewrite by `hf`, `hg` and `sortExtend_perm` turns both sides into $\operatorname{sgn}(s)\,g(y)$; otherwise both vanish. The reverse direction uses antisymmetry of the sorted extension, and `sortExtend_perm` at the identity permutation for agreement with $g$. The existence and uniqueness theorem takes its two halves from this equivalence.

The overlap proof runs from the ordered sum to the full one. The factor $N!$ is first written as a sum over permutations of a term that doesn't depend on the permutation. `Fintype.sum_of_injective` then carries the sum over pairs $(y,s)$ to the sum over all configurations. Besides the injectivity of $(y,s)\mapsto y\circ s$, proved in `ordered_perm_injective`, it requires two checks. A configuration that is not of the form $y\circ s$ must have a coincidence, so its term is zero. For one that is, the two signs multiply to one by `sgn_mul_self`, after `hc` has recorded that the sign is real and so unaffected by conjugation.
